# Ground-State Energy from the Growth of Projector Moments in Finite Dimension

In one form of projector Monte Carlo, $c-H$ is applied to a trial state many times, and the growth of the result can be turned into an energy. Here $H$ is the Hamiltonian and $c$ is a real shift. One way to do it is to record the moment $m_k=\langle\psi,(c-H)^k\psi\rangle$ of the trial state $\psi$ after $k$ steps and to report $c-m_k^{1/k}$.

This estimate converges to the ground energy $E_0$ if $H$ is Hermitian on a finite-dimensional space, $c$ is at least the highest level, and $\psi$ is not orthogonal to the ground eigenspace. For interacting electrons on a finite lattice at fixed particle number, $H$ can be the many-body Hamiltonian in an external potential $v$, and $E_0$ is then the energy $E[v]$ of density functional theory. The moments are taken as exact numbers; the step from them to averages over random walkers, with their noise, is left open.

## States, levels and moments

```lean
import Mathlib

open Filter Topology

namespace ProjectorMonteCarlo

variable {V : Type*} [NormedAddCommGroup V] [InnerProductSpace ℂ V]
```

`V` is the space of states, a complex inner product space. Lean writes $\langle\varphi,\psi\rangle$ as `inner ℂ φ ψ`; it is linear in the second argument, as in bra-ket notation.

```lean
/-- The real number `E` is an energy level of `H`: some nonzero state satisfies `H φ = E φ`. -/
def IsLevel (H : Module.End ℂ V) (E : ℝ) : Prop :=
  ∃ φ : V, φ ≠ 0 ∧ H φ = (E : ℂ) • φ
```

A `def` introduces a notion. `Module.End ℂ V` is the type of linear operators on `V`, and `•` multiplies a vector by a scalar. The real number $E$ is a level if $H\varphi=E\varphi$ for some $\varphi\neq0$.

```lean
/-- The ground energy is the least energy level. -/
def IsGroundEnergy (H : Module.End ℂ V) (E₀ : ℝ) : Prop :=
  IsLeast {E : ℝ | IsLevel H E} E₀
```

`IsLeast` says two things: $E_0$ is itself a level, and no level lies below it. The ground level may be degenerate.

```lean
/-- The operator `c - H`, whose repeated application is studied here. -/
noncomputable def projector (H : Module.End ℂ V) (c : ℝ) : Module.End ℂ V :=
  (c : ℂ) • (1 : Module.End ℂ V) - H
```

This is $c-H$, with `1` as the identity operator. The name follows Monte Carlo usage: `projector` is in general not a projection in the sense $P^2=P$. If $c$ is at least the highest level, repeated application damps the excited states relative to the ground states.

```lean
/-- The `k`-th moment: the real part of `⟨ψ, (c - H)^k ψ⟩`. -/
noncomputable def moment (H : Module.End ℂ V) (c : ℝ) (ψ : V) (k : ℕ) : ℝ :=
  (inner ℂ ψ ((projector H c ^ k) ψ)).re
```

The moment $m_k$ is defined as a real part, so that it is a real number by type. For Hermitian $H$ nothing is lost, since the spectral formula below shows that the expectation value is real. The state is not assumed normalised; the normalised moment is $m_k/\lVert\psi\rVert^2$.

## Powers of $c-H$ on an eigenvector

```lean
/-- On an eigenvector of energy `E`, `k` projection steps multiply by `(c - E)^k`. -/
theorem projector_pow_eigenvector {H : Module.End ℂ V} {E : ℝ} {φ : V}
    (hφ : H φ = (E : ℂ) • φ) (c : ℝ) (k : ℕ) :
    (projector H c ^ k) φ = (((c - E) ^ k : ℝ) : ℂ) • φ := by
  have h : projector H c φ = ((c - E : ℝ) : ℂ) • φ := by
    simp only [projector, LinearMap.sub_apply, LinearMap.smul_apply, Module.End.one_apply, hφ]
    push_cast
    module
  induction k with
  | zero => simp
  | succ k ih =>
    rw [pow_succ', Module.End.mul_apply, ih, map_smul, h, smul_smul, ← Complex.ofReal_mul,
      ← pow_succ]
```

In a `theorem`, the variables and hypotheses stand in brackets after the name, the claim follows the first colon outside these brackets, and the proof follows `:= by`. If $H\varphi=E\varphi$, then
$$(c-H)\varphi=(c-E)\varphi,\qquad (c-H)^{k+1}\varphi=(c-H)\,(c-E)^k\varphi=(c-E)^{k+1}\varphi .$$
The first equation is the step named `h`. The second is the induction step, where `ih` is the claim for $k$.

```lean
/-- For Hermitian `H`, `k` projection steps multiply the amplitude of any state `χ` on an
eigenvector of energy `E` by `(c - E)^k`. -/
theorem inner_projector_pow {H : Module.End ℂ V} (hH : LinearMap.IsSymmetric H) {E : ℝ} {φ : V}
    (hφ : H φ = (E : ℂ) • φ) (c : ℝ) (k : ℕ) (χ : V) :
    inner ℂ φ ((projector H c ^ k) χ) = (((c - E) ^ k : ℝ) : ℂ) * inner ℂ φ χ := by
  induction k generalizing χ with
  | zero => simp
  | succ k ih =>
    -- move `H` onto the eigenvector
    have hs : inner ℂ φ (H χ) = (E : ℂ) * inner ℂ φ χ := by
      rw [← hH φ χ, hφ, inner_smul_left, Complex.conj_ofReal]
    have h : inner ℂ φ (projector H c χ) = ((c : ℂ) - E) * inner ℂ φ χ := by
      simp only [projector, LinearMap.sub_apply, LinearMap.smul_apply, Module.End.one_apply,
        inner_sub_right, inner_smul_right, hs]
      ring
    rw [pow_succ, Module.End.mul_apply, ih, h]
    push_cast
    ring
```

The same factor appears when the eigenvector stands on the left. `LinearMap.IsSymmetric H` is Hermiticity, $\langle Hx,y\rangle=\langle x,Hy\rangle$. Since $E$ is real,
$$\langle\varphi,H\chi\rangle=\langle H\varphi,\chi\rangle=E\langle\varphi,\chi\rangle,\qquad \langle\varphi,(c-H)\chi\rangle=(c-E)\langle\varphi,\chi\rangle .$$
These are `hs` and `h`. For $k+1$ steps, write $(c-H)^{k+1}\chi=(c-H)^k\,[(c-H)\chi]$ and use the claim for $k$ on the state in brackets:
$$\langle\varphi,(c-H)^{k+1}\chi\rangle=(c-E)^k\langle\varphi,(c-H)\chi\rangle=(c-E)^{k+1}\langle\varphi,\chi\rangle .$$
The state changes between steps, which is why the induction is `generalizing χ`.

## The moment as a weighted sum

```lean
variable [FiniteDimensional ℂ V]

/-- Spectral form for Hermitian `H` in finite dimension:`⟨ψ, (c - H)^k ψ⟩` is the real sum of
`(c - E_i)^k` weighted by the squared overlaps of `ψ` with an orthonormal eigenbasis. -/
theorem expectation_eq_sum {H : Module.End ℂ V} (hH : LinearMap.IsSymmetric H) {n : ℕ}
    (hn : Module.finrank ℂ V = n) (c : ℝ) (ψ : V) (k : ℕ) :
    inner ℂ ψ ((projector H c ^ k) ψ) =
      ((∑ i, (c - hH.eigenvalues hn i) ^ k *
        ‖inner ℂ (hH.eigenvectorBasis hn i) ψ‖ ^ 2 : ℝ) : ℂ) := by
  rw [← (hH.eigenvectorBasis hn).sum_inner_mul_inner ψ, Complex.ofReal_sum]
  refine Finset.sum_congr rfl fun i _ => ?_
  rw [inner_projector_pow hH (hH.apply_eigenvectorBasis hn i),
    ← inner_conj_symm ψ (hH.eigenvectorBasis hn i)]
  have h := Complex.conj_mul' (inner ℂ (hH.eigenvectorBasis hn i) ψ)
  push_cast
  linear_combination ((c : ℂ) - hH.eigenvalues hn i) ^ k * h
```

From here on `V` has finite dimension $n$. Mathlib supplies an orthonormal eigenbasis $e_i$, written `hH.eigenvectorBasis hn i`, with eigenvalues $E_i$, written `hH.eigenvalues hn i`. Inserting the resolution of the identity gives
$$\langle\psi,(c-H)^k\psi\rangle=\sum_i\langle\psi,e_i\rangle\langle e_i,(c-H)^k\psi\rangle=\sum_i(c-E_i)^k\,|\langle e_i,\psi\rangle|^2 .$$
The lemma `sum_inner_mul_inner` does the insertion, and `inner_projector_pow` produces the factor $(c-E_i)^k$. Then `Complex.conj_mul'` turns $\bar z z$ into $|z|^2$. The right-hand side is a real number read as a complex one, so the expectation value is real.

## Bounds from above and below

```lean
/-- In finite dimension, for Hermitian `H` with ground energy `E₀` and `c` at least every level, the
`k`-th moment lies between zero and `‖ψ‖² (c - E₀)^k`. -/
theorem moment_bounds {H : Module.End ℂ V} (hH : LinearMap.IsSymmetric H) {E₀ c : ℝ}
    (hE : IsGroundEnergy H E₀) (hc : ∀ E, IsLevel H E → E ≤ c) (ψ : V) (k : ℕ) :
    0 ≤ moment H c ψ k ∧ moment H c ψ k ≤ ‖ψ‖ ^ 2 * (c - E₀) ^ k := by
  have hlev : ∀ i, IsLevel H (hH.eigenvalues rfl i) := fun i =>
    ⟨hH.eigenvectorBasis rfl i, (hH.eigenvectorBasis rfl).orthonormal.ne_zero i,
      hH.apply_eigenvectorBasis rfl i⟩
  have hsum : ∀ j, moment H c ψ j = ∑ i, (c - hH.eigenvalues rfl i) ^ j *
      ‖inner ℂ (hH.eigenvectorBasis rfl i) ψ‖ ^ 2 := fun j => by
    rw [moment, expectation_eq_sum hH rfl, Complex.ofReal_re]
  -- the zeroth moment is the squared norm
  have hnorm : moment H c ψ 0 = ‖ψ‖ ^ 2 := by
    rw [moment, pow_zero, Module.End.one_apply]
    exact inner_self_eq_norm_sq (𝕜 := ℂ) ψ
  have hpos : ∀ i, 0 ≤ c - hH.eigenvalues rfl i := fun i => sub_nonneg.2 (hc _ (hlev i))
  constructor
  · rw [hsum]
    exact Finset.sum_nonneg fun i _ => mul_nonneg (pow_nonneg (hpos i) k) (sq_nonneg _)
  · rw [← hnorm, hsum, hsum, Finset.sum_mul]
    refine Finset.sum_le_sum fun i _ => ?_
    have h := pow_le_pow_left₀ (hpos i) (sub_le_sub_left (hE.2 (hlev i)) c) k
    rw [pow_zero, one_mul, mul_comm]
    exact mul_le_mul_of_nonneg_left h (sq_nonneg _)
```

The hypothesis `hc` says that every level is at most $c$. Physically, the shift is chosen so high that $c-H$ has no negative eigenvalue, and the ground state then has the largest factor. For each $i$ we have $0\le c-E_i\le c-E_0$, hence
$$0\le m_k\le (c-E_0)^k\sum_i|\langle e_i,\psi\rangle|^2=\lVert\psi\rVert^2(c-E_0)^k .$$
Lean gets the sum of the weights from the case $k=0$, where the moment is $\lVert\psi\rVert^2$; this is `hnorm`. The two bullets of the proof are the two inequalities, each checked term by term.

```lean
/-- In finite dimension, for Hermitian `H` with ground energy `E₀`, unit ground vector `φ` and `c`
at least every level, the `k`-th moment is at least `|⟨φ, ψ⟩|² (c - E₀)^k`. -/
theorem overlap_le_moment {H : Module.End ℂ V} (hH : LinearMap.IsSymmetric H) {E₀ c : ℝ}
    (hE : IsGroundEnergy H E₀) (hc : ∀ E, IsLevel H E → E ≤ c) {φ : V}
    (hφ : H φ = (E₀ : ℂ) • φ) (hu : ‖φ‖ = 1) (ψ : V) (k : ℕ) :
    ‖inner ℂ φ ψ‖ ^ 2 * (c - E₀) ^ k ≤ moment H c ψ k := by
  -- the part of `ψ` orthogonal to `φ` has a nonnegative moment
  have h0 := (moment_bounds hH hE hc (ψ - (inner ℂ φ ψ : ℂ) • φ) k).1
  have h1 : inner ℂ φ φ = (1 : ℂ) := by
    rw [inner_self_eq_norm_sq_to_K, hu]
    simp
  have key : inner ℂ (ψ - (inner ℂ φ ψ : ℂ) • φ)
      ((projector H c ^ k) (ψ - (inner ℂ φ ψ : ℂ) • φ)) =
      inner ℂ ψ ((projector H c ^ k) ψ) - ((‖inner ℂ φ ψ‖ ^ 2 * (c - E₀) ^ k : ℝ) : ℂ) := by
    have h := Complex.conj_mul' (inner ℂ φ ψ)
    rw [map_sub, map_smul, projector_pow_eigenvector hφ, inner_sub_left, inner_sub_right,
      inner_sub_right]
    simp only [inner_smul_left, inner_smul_right, inner_projector_pow hH hφ, h1]
    rw [← inner_conj_symm ψ φ]
    push_cast
    linear_combination (-((c : ℂ) - E₀) ^ k) * h
  rw [moment, key, Complex.sub_re, Complex.ofReal_re] at h0
  exact sub_nonneg.1 h0
```

For the lower bound let $\varphi$ be a unit ground vector, $a=\langle\varphi,\psi\rangle$ and $\psi_\perp=\psi-a\varphi$. With $g=c-E_0$, the two eigenvector theorems give
$$\langle\psi_\perp,(c-H)^k\psi_\perp\rangle=m_k-a\,\bar a g^k-\bar a\,a g^k+|a|^2g^k=m_k-|a|^2g^k .$$
This is `key`. The left side is a moment, so it is nonnegative by the previous theorem (`h0`), and therefore $|a|^2g^k\le m_k$. Splitting off $\varphi$ in this way works for any ground vector, even if a degenerate ground level means that $\varphi$ is not one of the $e_i$.

## The limit of the $k$-th root

```lean
/-- Limit of the moment roots in finite dimension: if `H` is Hermitian with ground energy `E₀`, `c`
is at least every level and `ψ` overlaps some ground vector `φ`, then `⟨ψ, (c - H)^k ψ⟩^(1/k)`
converges to `c - E₀`. -/
theorem tendsto_moment_root {H : Module.End ℂ V} (hH : LinearMap.IsSymmetric H) {E₀ c : ℝ}
    (hE : IsGroundEnergy H E₀) (hc : ∀ E, IsLevel H E → E ≤ c) {φ ψ : V}
    (hφ : H φ = (E₀ : ℂ) • φ) (hov : inner ℂ φ ψ ≠ (0 : ℂ)) :
    Tendsto (fun k : ℕ => moment H c ψ k ^ (k : ℝ)⁻¹) atTop (𝓝 (c - E₀)) := by
  have hg : 0 ≤ c - E₀ := sub_nonneg.2 (hc _ hE.1)
  have hφ0 : φ ≠ 0 := by
    rintro rfl
    exact hov (inner_zero_left _)
  have hψ0 : ψ ≠ 0 := by
    rintro rfl
    exact hov (inner_zero_right _)
  -- normalise the ground vector
  obtain ⟨η, hη, hu, hηψ⟩ : ∃ η : V, H η = (E₀ : ℂ) • η ∧ ‖η‖ = 1 ∧ inner ℂ η ψ ≠ (0 : ℂ) := by
    refine ⟨((‖φ‖ : ℂ)⁻¹) • φ, ?_, norm_smul_inv_norm hφ0, ?_⟩
    · rw [map_smul, hφ, smul_comm]
    · rw [inner_smul_left]
      exact mul_ne_zero (by simp [hφ0]) hov
  have hw : 0 < ‖inner ℂ η ψ‖ ^ 2 := pow_pos (norm_pos_iff.2 hηψ) 2
  have hB : 0 < ‖ψ‖ ^ 2 := pow_pos (norm_pos_iff.2 hψ0) 2
  -- the `k`-th root of a fixed positive prefactor tends to one
  have hlim : ∀ a : ℝ, 0 < a →
      Tendsto (fun k : ℕ => a ^ (k : ℝ)⁻¹ * (c - E₀)) atTop (𝓝 (c - E₀)) := fun a ha => by
    have hinv : Tendsto (fun k : ℕ => (k : ℝ)⁻¹) atTop (𝓝 0) :=
      tendsto_inv_atTop_zero.comp tendsto_natCast_atTop_atTop
    have h := ((tendsto_const_nhds (x := a)).rpow hinv (Or.inl ha.ne')).mul_const (c - E₀)
    rwa [Real.rpow_zero, one_mul] at h
  have hroot : ∀ a : ℝ, 0 < a → ∀ k : ℕ, k ≠ 0 →
      (a * (c - E₀) ^ k) ^ (k : ℝ)⁻¹ = a ^ (k : ℝ)⁻¹ * (c - E₀) := fun a ha k hk => by
    rw [Real.mul_rpow ha.le (pow_nonneg hg k), Real.pow_rpow_inv_natCast hg hk]
  refine tendsto_of_tendsto_of_tendsto_of_le_of_le' (hlim _ hw) (hlim _ hB) ?_ ?_
  · filter_upwards [eventually_ne_atTop 0] with k hk
    rw [← hroot _ hw k hk]
    exact Real.rpow_le_rpow (mul_nonneg hw.le (pow_nonneg hg k))
      (overlap_le_moment hH hE hc hη hu ψ k) (by positivity)
  · filter_upwards [eventually_ne_atTop 0] with k hk
    rw [← hroot _ hB k hk]
    have h := moment_bounds hH hE hc ψ k
    exact Real.rpow_le_rpow h.1 h.2 (by positivity)
```

The claim `Tendsto … atTop (𝓝 (c - E₀))` reads: as $k\to\infty$, $m_k^{1/k}$ converges to $c-E_0$. The overlap condition is a ground vector $\varphi$ with $\langle\varphi,\psi\rangle\ne0$; a trial state in the wrong symmetry sector would violate it.

Normalise first: $\eta=\varphi/\lVert\varphi\rVert$ and $w=|\langle\eta,\psi\rangle|^2>0$. The two bounds then read
$$w\,g^k\le m_k\le\lVert\psi\rVert^2g^k .$$
Since $g\ge0$, taking $k$-th roots for $k\ge1$ gives
$$w^{1/k}g\le m_k^{1/k}\le(\lVert\psi\rVert^2)^{1/k}g .$$
For any fixed $a>0$, $a^{1/k}\to a^0=1$. Both outer terms tend to $g$, and so does the middle one.

In the proof, `hroot` takes the root, `hlim` is the limit of the outer terms, and the long lemma name after `refine` is the squeeze theorem. The two `filter_upwards` steps set $k=0$ aside, where the exponent $1/k$ has no meaning. The case $c=E_0$ is included: all levels then coincide, $m_k=0$ for $k\ge1$, and the limit is $0$.

## The estimate is an upper bound for normalised states

```lean
/-- In finite dimension, for Hermitian `H` with ground energy `E₀`, `c` at least every level,
normalised `ψ` and `k ≥ 1`, the estimate `c - ⟨ψ, (c - H)^k ψ⟩^(1/k)` is an upper bound to `E₀`. -/
theorem ground_energy_le_estimate {H : Module.End ℂ V} (hH : LinearMap.IsSymmetric H) {E₀ c : ℝ}
    (hE : IsGroundEnergy H E₀) (hc : ∀ E, IsLevel H E → E ≤ c) {ψ : V} (hψ : ‖ψ‖ = 1)
    {k : ℕ} (hk : k ≠ 0) : E₀ ≤ c - moment H c ψ k ^ (k : ℝ)⁻¹ := by
  have hg : 0 ≤ c - E₀ := sub_nonneg.2 (hc _ hE.1)
  obtain ⟨h0, h1⟩ := moment_bounds hH hE hc ψ k
  rw [hψ, one_pow, one_mul] at h1
  have h := Real.rpow_le_rpow h0 h1 (by positivity : 0 ≤ (k : ℝ)⁻¹)
  rw [Real.pow_rpow_inv_natCast hg hk] at h
  linarith

end ProjectorMonteCarlo
```

For normalised $\psi$ the upper bound is $m_k\le(c-E_0)^k$. Taking the root gives $m_k^{1/k}\le c-E_0$, which rearranges to
$$E_0\le c-m_k^{1/k}\qquad(k\ge1).$$
No overlap is needed. At $k=1$ the right side is $\langle\psi,H\psi\rangle$, so this extends the usual variational bound to every number of steps.

```lean
#print axioms ProjectorMonteCarlo.tendsto_moment_root
#print axioms ProjectorMonteCarlo.ground_energy_le_estimate
```

```
'ProjectorMonteCarlo.tendsto_moment_root' depends on axioms: [propext, Classical.choice, Quot.sound]
'ProjectorMonteCarlo.ground_energy_le_estimate' depends on axioms: [propext, Classical.choice, Quot.sound]
```

## How fast it converges, and a two-site example

The same two bounds also give a rate, derived here without a Lean proof. For normalised $\psi$ they yield $w^{1/k}g\le m_k^{1/k}\le g$. Because $1-w^{1/k}\le\ln(1/w)/k$,
$$0\le\bigl(c-m_k^{1/k}\bigr)-E_0\le\frac{(c-E_0)\ln(1/w)}{k}.$$
The error is at most of order $1/k$, and the overlap enters this bound only through its logarithm. The slow rate comes from the $k$-th root, not from the projection itself: if $c>E_0$, the ratio $m_{k+1}/m_k$ also tends to $c-E_0$, with an error that falls at least geometrically in $k$.

Take one particle hopping between two sites, in units of the hopping energy:
$$H=\begin{pmatrix}0&-1\\-1&0\end{pmatrix},\qquad \psi=\begin{pmatrix}1\\0\end{pmatrix}.$$
The levels are $\pm1$, the unit ground vector is $(1,1)/\sqrt2$, and $w=\tfrac12$. With $c=1$ every entry of $c-H$ is $1$, every entry of $(c-H)^k$ is $2^{k-1}$, and $m_k=2^{k-1}$ for $k\ge1$. The estimate is $1-2^{1-1/k}$:

| $k$ | estimate of $E_0=-1$ |
|---|---|
| 1 | 0 |
| 2 | −0.414 |
| 10 | −0.866 |
| 100 | −0.986 |

At $k=100$ the error is $0.0138$, just under the bound $2\ln2/100\approx0.0139$.

With $c=0$, midway between the levels, $c-H$ swaps the two sites. The moments are $0$ for odd $k$ and $1$ for even $k$, so the roots do not converge, although the overlap is unchanged. It is therefore not enough to ask that $c$ be at least the midpoint of the lowest and highest levels.
